# A ghost state from one attractive projector on positive kinetic energies survives every increase of the cutoff

Take a Hamiltonian with kinetic energies T_k > 0 on the diagonal and one separable projector with real components β_k and strength D < 0. In its first N basis functions it has a negative eigenvalue, here called a ghost, exactly when |D| Σ β_k²/T_k over those functions exceeds 1, so a ghost present at one cutoff is present at every higher one.

```lean
import Mathlib

open Matrix Finset

namespace GhostStates

noncomputable section

/-- The Hamiltonian in the first `N` basis functions: kinetic energies `T k` on the diagonal
plus one separable projector `β` of strength `D`. -/
def hamiltonian (T β : ℕ → ℝ) (D : ℝ) (N : ℕ) : Matrix (Fin N) (Fin N) ℝ :=
  Matrix.diagonal (fun k : Fin N => T k) +
    D • Matrix.vecMulVec (fun k : Fin N => β k) (fun k : Fin N => β k)

/-- The number `μ` is an eigenvalue of the matrix `H`: some nonzero vector `v` satisfies
`H v = μ v`. -/
def IsEigenvalue {N : ℕ} (H : Matrix (Fin N) (Fin N) ℝ) (μ : ℝ) : Prop :=
  ∃ v : Fin N → ℝ, v ≠ 0 ∧ H *ᵥ v = μ • v

/-- The Hamiltonian truncated to `N` basis functions has a negative eigenvalue. -/
def HasGhost (T β : ℕ → ℝ) (D : ℝ) (N : ℕ) : Prop :=
  ∃ μ < 0, IsEigenvalue (hamiltonian T β D N) μ

/-- The diagonal element of the free resolvent in the projector, `∑ β_k² / (T_k - μ)` over the
first `N` basis functions, for energies `μ` different from all `T_k`. -/
def resolventSum (T β : ℕ → ℝ) (N : ℕ) (μ : ℝ) : ℝ :=
  ∑ k ∈ range N, β k ^ 2 / (T k - μ)

variable {T β : ℕ → ℝ} {D : ℝ}

/-- The Hamiltonian multiplies each component by its kinetic energy and adds the projector,
weighted by `D` and by the projection of the state on it. -/
theorem hamiltonian_mulVec {N : ℕ} (v : Fin N → ℝ) (i : Fin N) :
    (hamiltonian T β D N *ᵥ v) i = T i * v i + D * β i * ∑ j : Fin N, β j * v j := by
  rw [hamiltonian, Matrix.add_mulVec, Pi.add_apply, Matrix.mulVec_diagonal]
  congr 1
  simp only [Matrix.mulVec, dotProduct, Matrix.smul_apply, Matrix.vecMulVec_apply,
    smul_eq_mul, Finset.mul_sum]
  exact Finset.sum_congr rfl fun j _ => by ring

/-- Secular equation: for positive kinetic energies, a negative `μ` is an eigenvalue exactly
when `1 + D ∑ β_k² / (T_k - μ) = 0`. -/
theorem secular_equation (hT : ∀ k, 0 < T k) {N : ℕ} {μ : ℝ} (hμ : μ < 0) :
    IsEigenvalue (hamiltonian T β D N) μ ↔ 1 + D * resolventSum T β N μ = 0 := by
  have hne : ∀ k, T k - μ ≠ 0 := fun k => by
    have := hT k
    exact ne_of_gt (by linarith)
  constructor
  · rintro ⟨v, hv, h⟩
    obtain ⟨c, hc⟩ : ∃ c, c = ∑ j : Fin N, β j * v j := ⟨_, rfl⟩
    -- the eigenvector is fixed by its projection c
    have hi : ∀ i : Fin N, v i = -D * c * (β i / (T i - μ)) := by
      intro i
      have h1 := congrFun h i
      rw [hamiltonian_mulVec, ← hc] at h1
      simp only [Pi.smul_apply, smul_eq_mul] at h1
      rw [← mul_div_assoc, eq_div_iff (hne i)]
      linear_combination h1
    have hc0 : c ≠ 0 := by
      intro h0
      apply hv
      funext i
      rw [hi i, h0]
      simp
    -- projecting once more gives a condition on μ alone
    have hs : c = -D * c * resolventSum T β N μ := by
      calc c = ∑ j : Fin N, β j * v j := hc
        _ = ∑ j : Fin N, -D * c * (β j ^ 2 / (T j - μ)) :=
          Finset.sum_congr rfl fun j _ => by rw [hi j]; ring
        _ = _ := by rw [← Finset.mul_sum, resolventSum, Finset.sum_range]
    apply mul_left_cancel₀ hc0
    linear_combination hs
  · intro h
    have hsum : ∑ j : Fin N, β j * (β j / (T j - μ)) = resolventSum T β N μ := by
      rw [resolventSum, Finset.sum_range]
      exact Finset.sum_congr rfl fun j _ => by ring
    refine ⟨fun i => β i / (T i - μ), ?_, ?_⟩
    · intro h0
      have hz : resolventSum T β N μ = 0 := by
        rw [← hsum]
        refine Finset.sum_eq_zero fun j _ => ?_
        have hj := congrFun h0 j
        simp only [Pi.zero_apply] at hj
        rw [hj, mul_zero]
      rw [hz] at h
      simp at h
    · funext i
      rw [hamiltonian_mulVec, hsum]
      simp only [Pi.smul_apply, smul_eq_mul]
      have hb : β i / (T i - μ) * (T i - μ) = β i := div_mul_cancel₀ _ (hne i)
      linear_combination hb + β i * h

/-- For positive kinetic energies, a nonzero resolvent sum strictly increases when the energy is
raised to a value not above zero, with the cutoff kept or raised. -/
theorem resolventSum_lt (hT : ∀ k, 0 < T k) {N M : ℕ} (hNM : N ≤ M) {μ ν : ℝ}
    (hμν : μ < ν) (hν : ν ≤ 0) (h : resolventSum T β N μ ≠ 0) :
    resolventSum T β N μ < resolventSum T β M ν := by
  unfold resolventSum at h ⊢
  obtain ⟨k, hk, hk0⟩ := Finset.exists_ne_zero_of_sum_ne_zero h
  have hβ : β k ≠ 0 := fun h0 => hk0 (by simp [h0])
  have hpos : ∀ i, 0 < T i - ν := fun i => by
    have := hT i
    linarith
  calc ∑ i ∈ range N, β i ^ 2 / (T i - μ) < ∑ i ∈ range N, β i ^ 2 / (T i - ν) := by
        apply Finset.sum_lt_sum
        · intro i _
          exact div_le_div_of_nonneg_left (sq_nonneg _) (hpos i) (by linarith)
        · exact ⟨k, hk, div_lt_div_of_pos_left (by positivity) (hpos k) (by linarith)⟩
    _ ≤ ∑ i ∈ range M, β i ^ 2 / (T i - ν) :=
        Finset.sum_le_sum_of_subset_of_nonneg (Finset.range_mono hNM)
          fun i _ _ => div_nonneg (sq_nonneg _) (hpos i).le

/-- Ghost criterion: for positive kinetic energies and `D < 0`, the truncated Hamiltonian has a
negative eigenvalue if and only if `|D| ∑ β_k² / T_k` exceeds one. -/
theorem hasGhost_iff (hT : ∀ k, 0 < T k) (hD : D < 0) (N : ℕ) :
    HasGhost T β D N ↔ 1 < |D| * ∑ k ∈ range N, β k ^ 2 / T k := by
  have hz : resolventSum T β N 0 = ∑ k ∈ range N, β k ^ 2 / T k := by simp [resolventSum]
  rw [abs_of_neg hD, ← hz]
  constructor
  · rintro ⟨μ, hμ, h⟩
    rw [secular_equation hT hμ] at h
    have h0 : resolventSum T β N μ ≠ 0 := by
      intro h0
      rw [h0] at h
      simp at h
    have := mul_lt_mul_of_pos_left (resolventSum_lt hT le_rfl hμ le_rfl h0) (neg_pos.2 hD)
    linarith
  · intro h
    obtain ⟨B, hB⟩ : ∃ B, B = ∑ k ∈ range N, β k ^ 2 := ⟨_, rfl⟩
    have hB0 : 0 ≤ B := hB ▸ Finset.sum_nonneg fun k _ => sq_nonneg _
    have hDB : 0 ≤ -D * B := mul_nonneg (by linarith) hB0
    obtain ⟨m, hm⟩ : ∃ m, m = 1 + -D * B := ⟨_, rfl⟩
    have hm0 : 0 < m := by linarith
    -- far below zero the projector is too weak to bind
    have hlow : -D * resolventSum T β N (-m) ≤ 1 := by
      have h1 : resolventSum T β N (-m) ≤ B / m := by
        rw [hB, Finset.sum_div, resolventSum]
        refine Finset.sum_le_sum fun k _ => ?_
        have := hT k
        exact div_le_div_of_nonneg_left (sq_nonneg _) hm0 (by linarith)
      calc -D * resolventSum T β N (-m) ≤ -D * (B / m) :=
            mul_le_mul_of_nonneg_left h1 (by linarith)
        _ = (-D * B) / m := by ring
        _ ≤ 1 := (div_le_one hm0).2 (by linarith)
    have hcont : ContinuousOn (fun μ => -D * resolventSum T β N μ) (Set.Icc (-m) 0) := by
      unfold resolventSum
      refine ContinuousOn.mul continuousOn_const (continuousOn_finsetSum _ fun k _ => ?_)
      refine ContinuousOn.div continuousOn_const (by fun_prop) fun x hx => ?_
      have := hT k
      have := hx.2
      exact ne_of_gt (by linarith)
    -- so the secular equation has a root in between
    obtain ⟨μ, hμ, hroot⟩ := intermediate_value_Icc (by linarith) hcont ⟨hlow, h.le⟩
    simp only at hroot
    have hμ0 : μ < 0 := by
      refine lt_of_le_of_ne hμ.2 fun h0 => ?_
      rw [h0] at hroot
      linarith
    exact ⟨μ, hμ0, (secular_equation hT hμ0).2 (by linarith)⟩

/-- For positive kinetic energies and `D < 0`, a ghost present at one cutoff is present at every
higher cutoff. -/
theorem HasGhost.mono (hT : ∀ k, 0 < T k) (hD : D < 0) {N M : ℕ} (hNM : N ≤ M)
    (h : HasGhost T β D N) : HasGhost T β D M := by
  rw [hasGhost_iff hT hD] at h ⊢
  refine h.trans_le (mul_le_mul_of_nonneg_left ?_ (abs_nonneg D))
  exact Finset.sum_le_sum_of_subset_of_nonneg (Finset.range_mono hNM)
    fun i _ _ => div_nonneg (sq_nonneg _) (hT i).le

/-- For positive kinetic energies, a negative eigenvalue at a higher cutoff never lies above a
negative eigenvalue at a lower one. -/
theorem ghost_level_antitone (hT : ∀ k, 0 < T k) {N M : ℕ} (hNM : N ≤ M) {μ ν : ℝ}
    (hμ : μ < 0) (hν : ν < 0) (h₁ : IsEigenvalue (hamiltonian T β D N) μ)
    (h₂ : IsEigenvalue (hamiltonian T β D M) ν) : ν ≤ μ := by
  rw [secular_equation hT hμ] at h₁
  rw [secular_equation hT hν] at h₂
  by_contra hlt
  have h0 : resolventSum T β N μ ≠ 0 := by
    intro h0
    rw [h0] at h₁
    simp at h₁
  have hR := resolventSum_lt hT hNM (not_le.1 hlt) hν.le h0
  have hprod : D * (resolventSum T β N μ - resolventSum T β M ν) = 0 := by
    linear_combination h₁ - h₂
  rcases mul_eq_zero.1 hprod with hD | hd
  · rw [hD] at h₁
    simp at h₁
  · linarith

/-- For positive kinetic energies, the truncated Hamiltonian has at most one negative
eigenvalue. -/
theorem ghost_level_unique (hT : ∀ k, 0 < T k) {N : ℕ} {μ ν : ℝ} (hμ : μ < 0) (hν : ν < 0)
    (h₁ : IsEigenvalue (hamiltonian T β D N) μ)
    (h₂ : IsEigenvalue (hamiltonian T β D N) ν) : μ = ν :=
  le_antisymm (ghost_level_antitone hT le_rfl hν hμ h₂ h₁)
    (ghost_level_antitone hT le_rfl hμ hν h₁ h₂)

/-- If the kinetic energies are positive and `∑ β_k² / T_k` diverges, then for every `D < 0` a
ghost is present at all sufficiently large cutoffs. -/
theorem eventually_hasGhost (hT : ∀ k, 0 < T k) (hD : D < 0)
    (hdiv : ¬ Summable fun k => β k ^ 2 / T k) :
    ∀ᶠ N in Filter.atTop, HasGhost T β D N := by
  have htend := (not_summable_iff_tendsto_nat_atTop_of_nonneg
    fun k => div_nonneg (sq_nonneg (β k)) (hT k).le).1 hdiv
  filter_upwards [htend.eventually_gt_atTop (1 / |D|)] with N hN
  rw [hasGhost_iff hT hD]
  rw [div_lt_iff₀ (abs_pos.2 hD.ne)] at hN
  linarith

end

end GhostStates
```

```lean
#print axioms GhostStates.HasGhost.mono
#print axioms GhostStates.ghost_level_unique
#print axioms GhostStates.eventually_hasGhost
```

```
'GhostStates.HasGhost.mono' depends on axioms: [propext, Classical.choice, Quot.sound]
'GhostStates.ghost_level_unique' depends on axioms: [propext, Classical.choice, Quot.sound]
'GhostStates.eventually_hasGhost' depends on axioms: [propext, Classical.choice, Quot.sound]
```

## The matrix and its negative eigenvalues

The basis functions are numbered k = 0, …, N − 1, and `hamiltonian T β D N` is the real N × N matrix

H_ij = T_i δ_ij + D β_i β_j.

The sequences `T` and `β` are fixed once for all N. Raising the cutoff therefore appends basis functions and leaves the earlier matrix elements unchanged, as when plane waves are added in a fixed cell. The kinetic energies need not be sorted.

`IsEigenvalue H μ` asks for a nonzero real vector v with Hv = μv, and `HasGhost` asks for such a μ below zero. The criterion `hasGhost_iff` also holds at N = 0, where there is no nonzero vector and the sum is empty.

Positivity of T_k excludes the constant plane wave, whose kinetic energy is zero. For the criterion `hasGhost_iff`, requiring only T_k ≥ 0 would not be enough: with N = 1, T_0 = 0, β_0 = 1 and D = −1 the eigenvalue is −1, while Lean evaluates β_0²/T_0 = 1/0 as 0.

## What counts as a ghost here

In pseudopotential work a ghost is a spurious level, one that the all-electron atom does not have. The definition here is simpler: every negative eigenvalue counts, and no comparison with an atom is made. The model has one projector, no local potential and an orthonormal basis. It also leaves out the overlap operator of ultrasoft pseudopotentials, which differs from the identity even in an orthonormal basis of plane waves.

For this one-projector model, a ghost seen in a plane-wave calculation cannot be cured by converging the cutoff, and its absence at a low cutoff does not show that it stays absent.

## From the eigenvector to a scalar equation

Write c = Σ_j β_j v_j for the projection of v. By `hamiltonian_mulVec`,

(Hv)_i = T_i v_i + D β_i c.

Let μ < 0, so that T_i − μ > 0. The eigenvalue equation then gives

v_i = −D c β_i/(T_i − μ).

If c were zero, v would vanish, so c ≠ 0. Multiplying by β_i and summing gives c = −D c R_N(μ), with

R_N(μ) = Σ_{k<N} β_k²/(T_k − μ),

which is `resolventSum`. Cancelling c leaves the secular equation

1 + D R_N(μ) = 0.

Conversely, suppose this equation holds and set u_i = β_i/(T_i − μ). Then Σ_j β_j u_j = R_N(μ), and

(Hu)_i = T_i u_i + D β_i R_N(μ) = T_i u_i − β_i = T_i u_i − (T_i − μ) u_i = μ u_i.

The vector u is nonzero, since u = 0 would give R_N(μ) = 0 and turn the secular equation into 1 = 0. This is `secular_equation`. In both directions `linear_combination` does the algebra, and `mul_left_cancel₀` removes c.

## Monotonicity and the threshold

Let μ < ν ≤ 0. Then 0 < T_k − ν < T_k − μ, so every term of R_N grows when μ is replaced by ν, strictly where β_k ≠ 0. Such a k exists if R_N(μ) ≠ 0. Going from N to M ≥ N adds only nonnegative terms, hence

R_N(μ) < R_M(ν).

This is `resolventSum_lt`, where `Finset.sum_lt_sum` needs exactly those two facts: no term decreases and one increases.

A ghost at μ satisfies |D| R_N(μ) = 1. Monotonicity then gives |D| R_N(0) > 1, which is the stated inequality.

For the converse, let B = Σ_{k<N} β_k² and m = 1 + |D|B. Since T_k + m ≥ m,

|D| R_N(−m) ≤ |D|B/m ≤ 1.

At zero energy |D| R_N exceeds 1 by assumption. It is continuous on [−m, 0], so it equals 1 somewhere in that interval, and not at 0. The secular equation turns this root into a negative eigenvalue.

## The intermediate value theorem as an inclusion of sets

Mathlib's `intermediate_value_Icc` says that if f is continuous on [a, b] with a ≤ b, the interval [f(a), f(b)] is contained in the image of [a, b] under f. Here f is |D| R_N, written `-D * resolventSum T β N μ`. The pair `⟨hlow, h.le⟩` states that 1 lies between the two end values, and `obtain` unpacks membership in the image into a point `μ`, its bounds `hμ` and the equation `hroot`.

Continuity is required only on the interval. That suits R_N, whose possible poles sit at the positive energies T_k. The theorem allows the endpoint 0, so the proof excludes it separately, using the strict inequality in `h`.

## What a higher cutoff does to the level

`HasGhost.mono` follows from the criterion: further terms β_k²/T_k are nonnegative, so a sum above the threshold stays above it.

For `ghost_level_antitone`, let μ be a negative eigenvalue at cutoff N and ν one at M ≥ N. The secular equation at μ rules out D = 0 and R_N(μ) = 0, since either would turn it into 1 = 0. If ν > μ, monotonicity gives R_N(μ) < R_M(ν), yet both equal −1/D. Hence ν ≤ μ. Taking M = N and using this in both directions gives `ghost_level_unique`.

If Σ β_k²/T_k diverges, its partial sums eventually exceed 1/|D|, however weak the attraction. This is `eventually_hasGhost`. For plane waves in a fixed cell, where only finitely many T_k lie below any given energy, divergence means that the high-energy components of the projector decay too slowly, as they do for a point-like projector in three dimensions.

## Two basis functions by hand

Take T_0 = 1, T_1 = 3, β_0 = 1, β_1 = 2 and D = −2/3. For N = 1 the criterion gives 2/3 < 1, and the only eigenvalue is 1 − 2/3 = 1/3. For N = 2 it gives

(2/3)(1 + 4/3) = 14/9 > 1.

The matrix has 1/3 in both diagonal places and −4/3 off the diagonal, so its eigenvalues are 5/3 and −1. The secular equation agrees:

R_2(−1) = 1/2 + 4/4 = 3/2 = −1/D.

The normalised ghost vector is (1, 1)/√2. Whatever third function is added, with T_2 > 0, a ghost remains, at −1 or below.
